# At large coordination number, a Gaussian-interpolated dispersion coefficient tends to that of the highest reference

Take two reference coordination numbers r₁ < r₂ with dispersion coefficients c₁ and c₂. At the actual coordination number x, give each reference the weight exp(-4(x - rᵢ)²) and average the coefficients. Both weights vanish as x grows, but their ratio is

q = exp(-4(x - r₁)²) / exp(-4(x - r₂)²) = exp(-4(r₂ - r₁)(2x - r₁ - r₂)).

Dividing numerator and denominator of the average by the second weight gives

I(x) = (c₁ q + c₂) / (q + 1).

Since q → 0, I(x) → c₂. For r₁ = 0, r₂ = 1 and x = 15, the weights are exp(-900) and exp(-784), both zero in double precision, while q = exp(-116) is still representable. The Lean file carries this cancellation through for any finite number of references.

## Weights and their average

```lean
import Mathlib

open Filter Topology

namespace DispersionInterpolation

noncomputable section

variable {ι : Type*} [Fintype ι]
```

The references are labelled by a finite type `ι`. Its elements i play the role of the indices 1, 2, … above.

```lean
/-- The Gaussian weight of a reference coordination number `r` at the actual coordination
number `x`, with exponent `k`. -/
def weight (k r x : ℝ) : ℝ := Real.exp (-k * (x - r) ^ 2)
```

This is the weight w(r, x) = exp(-k(x - r)²). The constant k sets how sharply the interpolation switches between references; at k = 4 a weight falls to 1/e at a distance of 1/2 from its reference.

```lean
/-- The interpolated dispersion coefficient at coordination number `x`, for a nonempty finite
family of references `r i` with coefficients `c i`. -/
def interp (k : ℝ) (r c : ι → ℝ) (x : ℝ) : ℝ :=
  (∑ i, c i * weight k (r i) x) / ∑ i, weight k (r i) x
```

In ordinary notation,

I(x) = Σᵢ cᵢ w(rᵢ, x) / Σᵢ w(rᵢ, x).

Here `r` and `c` are functions that assign real numbers to each label. The coefficients are given data, and x is a free real variable, not computed from a molecular geometry. DFT-D3 weights pair coefficients by the coordination numbers of both atoms; the model here is simpler, with a single coordination number, and no theorem below is stated for the pair average.

```lean
/-- The weight of the reference `r` relative to that of the reference `s`, written as a single
exponential that is linear in `x` in the exponent. -/
def relWeight (k s r x : ℝ) : ℝ := Real.exp (-k * (s - r) * (2 * x - r - s))
```

This is the ratio from the opening, for general k:

q(s, r, x) = exp(-k(s - r)(2x - r - s)).

```lean
/-- A Gaussian weight is the weight of another reference times the relative weight. -/
theorem weight_eq_mul (k s r x : ℝ) :
    weight k r x = weight k s x * relWeight k s r x := by
  unfold weight relWeight
  rw [← Real.exp_add]
  congr 1
  ring
```

The theorem says w(r, x) = w(s, x) q(s, r, x). By hand, expand the squares:

(x - r)² = (x - s)² + (s - r)(2x - r - s).

Multiply by -k and exponentiate. In the proof, `Real.exp_add` merges the two exponentials, `congr 1` reduces the goal to equality of the exponents, and `ring` checks the algebra.

## The average stays in range while the weights vanish

```lean
/-- The interpolated coefficient lies between the smallest and the largest reference
coefficient. -/
theorem interp_bounds [Nonempty ι] (k : ℝ) (r c : ι → ℝ) (x : ℝ) :
    Finset.univ.inf' Finset.univ_nonempty c ≤ interp k r c x ∧
      interp k r c x ≤ Finset.univ.sup' Finset.univ_nonempty c := by
  have hw : ∀ i, 0 < weight k (r i) x := fun i => Real.exp_pos _
  have hpos : 0 < ∑ i, weight k (r i) x :=
    Finset.sum_pos (fun i _ => hw i) Finset.univ_nonempty
  unfold interp
  constructor
  · rw [le_div_iff₀ hpos, Finset.mul_sum]
    exact Finset.sum_le_sum fun i hi =>
      mul_le_mul_of_nonneg_right (Finset.inf'_le c hi) (hw i).le
  · rw [div_le_iff₀ hpos, Finset.mul_sum]
    exact Finset.sum_le_sum fun i hi =>
      mul_le_mul_of_nonneg_right (Finset.le_sup' c hi) (hw i).le
```

`inf'` and `sup'` are the smallest and largest coefficient, c_min and c_max; `[Nonempty ι]` guarantees that there is at least one reference. Every weight is positive, so

c_min w(rᵢ, x) ≤ cᵢ w(rᵢ, x) ≤ c_max w(rᵢ, x).

Sum over i and divide by the positive total weight. Lean runs the last step backwards: `le_div_iff₀` and `div_le_iff₀` clear the denominator, and `Finset.sum_le_sum` compares the sums term by term. The bounds hold for every real k and x.

```lean
/-- At large coordination number every Gaussian weight drops below any given positive threshold. -/
theorem weight_underflow {k : ℝ} (hk : 0 < k) (r : ι → ℝ) {ε : ℝ} (hε : 0 < ε) :
    ∀ᶠ x in atTop, ∀ i, weight k (r i) x < ε := by
  refine eventually_all.2 fun i => ?_
  have h1 : Tendsto (fun x : ℝ => x + -r i) atTop atTop :=
    tendsto_atTop_add_const_right _ _ tendsto_id
  have h2 : Tendsto (fun x : ℝ => (x + -r i) ^ 2) atTop atTop :=
    (tendsto_pow_atTop two_ne_zero).comp h1
  have h3 : Tendsto (fun x => weight k (r i) x) atTop (𝓝 0) := by
    refine (Real.tendsto_exp_neg_atTop_nhds_zero.comp (h2.const_mul_atTop hk)).congr
      fun x => ?_
    simp only [Function.comp_apply, weight]
    congr 1
    ring
  exact h3.eventually_lt_const hε
```

Read `∀ᶠ x in atTop` as "for all sufficiently large x". For k > 0 and any ε > 0, all weights are then below ε. By hand, x - rᵢ → ∞, so k(x - rᵢ)² → ∞ and its negative exponential tends to 0; these are `h1`, `h2` and `h3`. Each reference has its own threshold in x, and `eventually_all` combines these finitely many conditions.

In exact real arithmetic the weights stay positive, however small they become. In floating-point arithmetic, weights too small to be represented are rounded to zero; this is underflow. Once it has happened to all of them, the quotient is 0/0, and the coefficient of the highest reference can no longer be recovered from it.

## Cancelling the common factor

```lean
/-- The interpolated coefficient is unchanged when all Gaussian weights are replaced by weights
relative to one chosen reference `s`. -/
theorem interp_eq_relWeight (k s : ℝ) (r c : ι → ℝ) (x : ℝ) :
    interp k r c x =
      (∑ i, c i * relWeight k s (r i) x) / ∑ i, relWeight k s (r i) x := by
  have hw : weight k s x ≠ 0 := (Real.exp_pos _).ne'
  have h1 : ∑ i, c i * weight k (r i) x
      = weight k s x * ∑ i, c i * relWeight k s (r i) x := by
    rw [Finset.mul_sum]
    refine Finset.sum_congr rfl fun i _ => ?_
    rw [weight_eq_mul k s (r i) x]
    ring
  have h2 : ∑ i, weight k (r i) x = weight k s x * ∑ i, relWeight k s (r i) x := by
    rw [Finset.mul_sum]
    exact Finset.sum_congr rfl fun i _ => weight_eq_mul k s (r i) x
  -- the common, possibly tiny, factor cancels
  unfold interp
  rw [h1, h2, mul_div_mul_left _ _ hw]
```

Choose any real s. By `weight_eq_mul`, the factor w(s, x) comes out of both sums:

I(x) = w(s, x) Σᵢ cᵢ q(s, rᵢ, x) / (w(s, x) Σᵢ q(s, rᵢ, x)).

It is an exponential, hence nonzero, and cancels. The facts `h1` and `h2` factor the numerator and denominator, and `mul_div_mul_left` cancels.

```lean
/-- The deviation of the interpolated coefficient from that of reference `m` is at most the sum
of the coefficient differences times the weights relative to `m`. -/
theorem abs_interp_sub_le (k : ℝ) (r c : ι → ℝ) (m : ι) (x : ℝ) :
    |interp k r c x - c m| ≤ ∑ i, |c i - c m| * relWeight k (r m) (r i) x := by
  have hp : ∀ i, 0 < relWeight k (r m) (r i) x := fun i => Real.exp_pos _
  -- the reference `m` alone contributes one to the denominator
  have hD : 1 ≤ ∑ i, relWeight k (r m) (r i) x := by
    have h1 : relWeight k (r m) (r m) x = 1 := by simp [relWeight]
    have h := Finset.single_le_sum (f := fun i => relWeight k (r m) (r i) x)
      (fun i _ => (hp i).le) (Finset.mem_univ m)
    exact h1.symm.le.trans h
  have hD0 : 0 < ∑ i, relWeight k (r m) (r i) x := lt_of_lt_of_le one_pos hD
  have e : interp k r c x - c m = (∑ i, (c i - c m) * relWeight k (r m) (r i) x) /
      ∑ i, relWeight k (r m) (r i) x := by
    rw [interp_eq_relWeight k (r m)]
    simp only [sub_mul, Finset.sum_sub_distrib, ← Finset.mul_sum]
    rw [sub_div, mul_div_cancel_right₀ _ hD0.ne']
  rw [e, abs_div, abs_of_pos hD0]
  refine (div_le_self (abs_nonneg _) hD).trans ((Finset.abs_sum_le_sum_abs _ _).trans ?_)
  refine (Finset.sum_congr rfl fun i _ => ?_).le
  rw [abs_mul, abs_of_pos (hp i)]
```

Now take s = r_m for a chosen reference m, and write qᵢ = q(r_m, rᵢ, x) and D = Σᵢ qᵢ. Since q_m = exp(0) = 1 and all other terms are positive, D ≥ 1. Subtracting c_m = c_m D / D gives

I(x) - c_m = Σᵢ (cᵢ - c_m) qᵢ / D.

Take absolute values, use D ≥ 1 and apply the triangle inequality:

|I(x) - c_m| ≤ Σᵢ |cᵢ - c_m| qᵢ.

In Lean, `hD` is the bound on D, `e` is the formula for the difference, and the closing lines are the two estimates. With two references and m = 2, the bound reads |I(x) - c₂| ≤ |c₁ - c₂| q.

## The limits at both ends

```lean
/-- The weight of a lower reference relative to a higher one vanishes at large coordination
number. -/
theorem relWeight_tendsto {k s r : ℝ} (hk : 0 < k) (h : r < s) :
    Tendsto (fun x => relWeight k s r x) atTop (𝓝 0) := by
  have h1 : Tendsto (fun x : ℝ => 2 * x + (-r - s)) atTop atTop :=
    tendsto_atTop_add_const_right _ _ (tendsto_id.const_mul_atTop two_pos)
  have hpos : 0 < k * (s - r) := mul_pos hk (sub_pos.2 h)
  refine (Real.tendsto_exp_neg_atTop_nhds_zero.comp (h1.const_mul_atTop hpos)).congr
    fun x => ?_
  simp only [Function.comp_apply, relWeight]
  congr 1
  ring
```

`Tendsto f atTop (𝓝 a)` means f(x) → a as x → ∞. If r < s and k > 0, then k(s - r) is positive and 2x - r - s → ∞, so the relative weight tends to 0.

```lean
/-- At large coordination number the interpolated coefficient tends to that of the reference `m`
lying above all others. -/
theorem interp_tendsto_atTop {k : ℝ} (hk : 0 < k) (r c : ι → ℝ) (m : ι)
    (hm : ∀ i, i ≠ m → r i < r m) :
    Tendsto (interp k r c) atTop (𝓝 (c m)) := by
  have h : Tendsto (fun x => ∑ i, |c i - c m| * relWeight k (r m) (r i) x) atTop
      (𝓝 (∑ _i : ι, (0 : ℝ))) := by
    refine tendsto_finsetSum _ fun i _ => ?_
    by_cases hi : i = m
    · simp [hi]
    · have h0 := (relWeight_tendsto hk (hm i hi)).const_mul |c i - c m|
      rwa [mul_zero] at h0
  rw [Finset.sum_const_zero] at h
  rw [tendsto_iff_norm_sub_tendsto_zero]
  exact squeeze_zero (fun x => norm_nonneg _) (fun x => abs_interp_sub_le k r c m x) h
```

Here k is again positive, and the hypothesis `hm` says that r_m lies strictly above every other reference. In the error bound, the term i = m is zero because its coefficient difference is zero, and every other term vanishes by the previous lemma. A finite sum of such terms tends to 0, and `squeeze_zero` passes this on to |I(x) - c_m|. The `by_cases` line separates the two kinds of term.

```lean
/-- In the opposite limit `x → -∞` the interpolated coefficient tends to that of the reference
`m` lying below all others. -/
theorem interp_tendsto_atBot {k : ℝ} (hk : 0 < k) (r c : ι → ℝ) (m : ι)
    (hm : ∀ i, i ≠ m → r m < r i) :
    Tendsto (interp k r c) atBot (𝓝 (c m)) := by
  -- reflect the coordination-number axis
  have h := interp_tendsto_atTop hk (fun i => -r i) c m
    (fun i hi => neg_lt_neg (hm i hi))
  refine (h.comp tendsto_neg_atBot_atTop).congr fun x => ?_
  have e : ∀ i, (-x - -r i) ^ 2 = (x - r i) ^ 2 := fun i => by ring
  simp only [Function.comp_apply, interp, weight, e]
```

For x → -∞, again with k > 0, reflect the axis: replace x by -x and each rᵢ by -rᵢ. The squares do not change, and the lowest reference becomes the highest. This end is a mathematical limit only, since coordination numbers are not negative.

## Distinct references with exponent 4

```lean
/-- For distinct references and exponent 4, the interpolated coefficient stays between the smallest
and the largest reference coefficient, and at large coordination number it tends to the coefficient
of the largest reference although all weights drop below any positive threshold. -/
theorem interpolation_four (r c : ι → ℝ) (hr : Function.Injective r) (m : ι)
    (hm : ∀ i, r i ≤ r m) :
    (∀ x, Finset.univ.inf' ⟨m, Finset.mem_univ m⟩ c ≤ interp 4 r c x ∧
      interp 4 r c x ≤ Finset.univ.sup' ⟨m, Finset.mem_univ m⟩ c) ∧
    (∀ ε > 0, ∀ᶠ x in atTop, ∀ i, weight 4 (r i) x < ε) ∧
    Tendsto (interp 4 r c) atTop (𝓝 (c m)) := by
  have : Nonempty ι := ⟨m⟩
  exact ⟨fun x => interp_bounds 4 r c x,
    fun ε hε => weight_underflow (by norm_num) r hε,
    interp_tendsto_atTop (by norm_num) r c m
      fun i hi => lt_of_le_of_ne (hm i) fun h => hi (hr h)⟩

end

end DispersionInterpolation
```

`Function.Injective r` says that the references are distinct, and `hm` says that r_m is the largest. The conclusion has three parts: the bounds for every x, the vanishing of all weights, and I(x) → c_m. The proof assembles the earlier theorems; distinctness turns rᵢ ≤ r_m into rᵢ < r_m for i ≠ m, as the limit requires.

With a single reference, the weight cancels completely and I(x) = c_m at every x: both bounds are equalities, and the limit is already attained.

```lean
#print axioms DispersionInterpolation.interp_tendsto_atTop
#print axioms DispersionInterpolation.interp_tendsto_atBot
#print axioms DispersionInterpolation.interpolation_four
```

```
'DispersionInterpolation.interp_tendsto_atTop' depends on axioms: [propext, Classical.choice, Quot.sound]
'DispersionInterpolation.interp_tendsto_atBot' depends on axioms: [propext, Classical.choice, Quot.sound]
'DispersionInterpolation.interpolation_four' depends on axioms: [propext, Classical.choice, Quot.sound]
```
